# Every mean energy strictly inside a finite spectrum belongs to exactly one real inverse temperature

To compare a closed quantum system after a sudden change of its Hamiltonian with the Gibbs state of the same mean energy, one first needs the inverse temperature of that state. For a small system one diagonalises the new Hamiltonian $H$, computes the conserved energy $u=\langle\psi|H|\psi\rangle$ of the normalised initial state $\psi$, and solves $U(b)=u$ for the inverse temperature $b$, where $U(b)$ is the mean energy of the Gibbs state. Thermal averages of other observables are then taken at that $b$.

For a finite spectrum, this equation has exactly one real solution whenever $u$ lies strictly between the lowest and highest level. The solution is positive exactly when $u$ is below the arithmetic mean of the levels, each counted with its degeneracy. A root search can therefore start on the known side of $b=0$. Since $U$ strictly decreases with $b$, a trial value with $U(b)>u$ means that the root lies at larger $b$.

## The spectrum is finite

Let the levels be $E_i$, with $i$ in a finite index set of $N$ elements. Physically this is a finite-dimensional Hilbert space, such as a set of spins or a truncated basis. A degenerate level appears once for each of its states. Define

$$Z(b)=\sum_i e^{-bE_i},\qquad U(b)=\frac{1}{Z(b)}\sum_i E_i e^{-bE_i}.$$

The letter $b$ stands for the usual $\beta=1/(k_BT)$ and may be any real number, including zero and negative values.

```lean
import Mathlib

open Finset

namespace InverseTemperatureFromEnergy

noncomputable section

variable {ι : Type*} [Fintype ι]

/-- The canonical partition function `Z(b) = ∑ exp(-b Eᵢ)` at inverse temperature `b`. -/
def partitionFn (E : ι → ℝ) (b : ℝ) : ℝ := ∑ i, Real.exp (-b * E i)

/-- The Gibbs mean energy `U(b)` of a nonempty finite spectrum. -/
def meanEnergy (E : ι → ℝ) (b : ℝ) : ℝ :=
  (∑ i, E i * Real.exp (-b * E i)) / partitionFn E b
```

The mean `levelMean` is the energy at infinite temperature, $b=0$. The extremes `groundEnergy` and `topEnergy` are a minimum and a maximum over the finite index type `ι`.

```lean
/-- The arithmetic mean of the levels of a nonempty finite spectrum. -/
def levelMean (E : ι → ℝ) : ℝ := (∑ i, E i) / (Fintype.card ι : ℝ)

/-- The lowest level of a nonempty finite spectrum. -/
def groundEnergy [Nonempty ι] (E : ι → ℝ) : ℝ := univ.inf' univ_nonempty E

/-- The highest level of a nonempty finite spectrum. -/
def topEnergy [Nonempty ι] (E : ι → ℝ) : ℝ := univ.sup' univ_nonempty E
```

The derivation works with an auxiliary function, here called the excess (not a textbook name):

$$g_u(b)=\sum_i (E_i-u)\,e^{-b(E_i-u)}.$$

```lean
/-- The sum of the level energies measured from `u`, each with the Boltzmann factor
of its shifted energy. -/
def excess (E : ι → ℝ) (u b : ℝ) : ℝ := ∑ i, (E i - u) * Real.exp (-b * (E i - u))
```

Finiteness makes $Z$ and $g_u$ finite sums and $U$ a quotient of two finite sums, all defined and continuous for every real $b$. Without it they need not be defined for every real $b$: for a harmonic oscillator $Z(b)$ diverges at every $b\le 0$. That spectrum has no highest level either, although each energy above its lowest level still belongs to exactly one $b>0$.

## Some level differs from $u$

This says that the system is not fully degenerate at the energy $u$. It makes $g_u$ strictly decreasing. Take $b<c$ and write $x=E_i-u$.

- If $x>0$, then $e^{-cx}<e^{-bx}$, and multiplying by $x$ gives $xe^{-cx}<xe^{-bx}$.
- If $x<0$, then $e^{-cx}>e^{-bx}$, and multiplying by the negative $x$ reverses this to $xe^{-cx}<xe^{-bx}$.
- If $x=0$, both terms vanish.

Summing gives $g_u(c)<g_u(b)$ as soon as one $x$ is nonzero. If every level equals $u$, then $g_u$ is zero for all $b$.

```lean
/-- If some level differs from `u`, the weighted excess over `u` strictly decreases
with the inverse temperature. -/
theorem excess_strictAnti {E : ι → ℝ} {u : ℝ} (h : ∃ i, E i ≠ u) :
    StrictAnti (excess E u) := by
  intro b c hbc
  -- each nonzero shifted energy contributes a strictly decreasing term
  have key : ∀ x : ℝ, x ≠ 0 → x * Real.exp (-c * x) < x * Real.exp (-b * x) := by
    intro x hx
    rcases lt_or_gt_of_ne hx with hx | hx
    · have h1 : Real.exp (-b * x) < Real.exp (-c * x) :=
        Real.exp_lt_exp.2 (by nlinarith)
      nlinarith [mul_pos (sub_pos.2 h1) (neg_pos.2 hx)]
    · have h1 : Real.exp (-c * x) < Real.exp (-b * x) :=
        Real.exp_lt_exp.2 (by nlinarith)
      nlinarith [mul_pos (sub_pos.2 h1) hx]
  obtain ⟨i, hi⟩ := h
  unfold excess
  refine Finset.sum_lt_sum (fun j _ => ?_) ⟨i, mem_univ i, key _ (sub_ne_zero.2 hi)⟩
  by_cases hj : E j - u = 0
  · simp [hj]
  · exact (key _ hj).le
```

The local fact `key` contains the first two cases. `Finset.sum_lt_sum` then asks for a weak inequality in every term and a strict one in the term that the hypothesis supplies.

## Some level lies below $u$

Such a level can pull the mean energy below $u$ when the system is cold enough. For $b\ge 0$ and $x\le 0$, the bound $e^{-bx}\ge 1-bx$, multiplied by $x$, gives $xe^{-bx}\le x-bx^2$. For $x\ge 0$ one has $xe^{-bx}\le x$. Both cases read

$$xe^{-bx}\le x-b\,\min(x,0)^2.$$

Put $S=\sum_i(E_i-u)$ and $Q=\sum_i\min(E_i-u,0)^2$. The level below $u$ makes $Q>0$, and summation gives $g_u(b)\le S-bQ$. At $b=(|S|+1)/Q$ the right side is $S-|S|-1\le-1$, so $g_u$ is negative there. If no level lies below $u$, every term of $g_u$ is nonnegative and no such $b$ exists.

```lean
/-- If some level lies below `u`, the weighted excess over `u` is negative at some
inverse temperature. -/
theorem exists_excess_neg {E : ι → ℝ} {u : ℝ} {i : ι} (hi : E i < u) :
    ∃ b, excess E u b < 0 := by
  -- levels below `u` push the sum down at least linearly in `b`
  have key : ∀ b x : ℝ, 0 ≤ b → x * Real.exp (-b * x) ≤ x - b * (min x 0) ^ 2 := by
    intro b x hb
    rcases le_total x 0 with hx | hx
    · rw [min_eq_left hx]
      nlinarith [mul_nonneg (neg_nonneg.2 hx)
        (sub_nonneg.2 (Real.add_one_le_exp (-b * x)))]
    · rw [min_eq_right hx]
      have h1 : Real.exp (-b * x) ≤ 1 :=
        Real.exp_le_one_iff.2 (by nlinarith [mul_nonneg hb hx])
      nlinarith [mul_nonneg hx (sub_nonneg.2 h1)]
  let S := ∑ j, (E j - u)
  let Q := ∑ j, (min (E j - u) 0) ^ 2
  have hQ : 0 < Q := by
    refine Finset.sum_pos' (fun j _ => sq_nonneg _) ⟨i, mem_univ i, ?_⟩
    rw [min_eq_left (sub_neg.2 hi).le]
    exact pow_pos_of_neg_sq (sub_neg.2 hi)
  have hb : 0 ≤ (|S| + 1) / Q := div_nonneg (by positivity) hQ.le
  refine ⟨(|S| + 1) / Q, ?_⟩
  have hle : excess E u ((|S| + 1) / Q) ≤ S - (|S| + 1) / Q * Q := by
    simp only [S, Q, excess]
    rw [Finset.mul_sum, ← Finset.sum_sub_distrib]
    exact Finset.sum_le_sum fun j _ => key _ _ hb
  rw [div_mul_cancel₀ _ hQ.ne'] at hle
  linarith [le_abs_self S]
where
  pow_pos_of_neg_sq {x : ℝ} (hx : x < 0) : 0 < x ^ 2 := by nlinarith
```

The proof has the same `S`, `Q` and choice of $b$. The hypothesis `hi` enters only through `hQ`, the positivity of $Q$.

## There is at least one level

A physical system has at least one state, and in Lean this is the assumption `[Nonempty ι]`. It gives $Z(b)>0$, which is needed to divide by $Z$; an empty spectrum has $Z=0$ and no mean energy.

```lean
variable [Nonempty ι]

/-- The partition function of a nonempty finite spectrum is positive. -/
theorem partitionFn_pos (E : ι → ℝ) (b : ℝ) : 0 < partitionFn E b :=
  Finset.sum_pos (fun _ _ => Real.exp_pos _) univ_nonempty
```

The excess can now be tied to the mean energy. Since $e^{-b(E_i-u)}=e^{bu}e^{-bE_i}$,

$$g_u(b)=e^{bu}\Big(\sum_iE_ie^{-bE_i}-uZ(b)\Big)=e^{bu}Z(b)\,\big(U(b)-u\big).$$

The prefactor is positive, so $g_u(b)$ has the sign of $U(b)-u$, and its zeros are the solutions of $U(b)=u$.

```lean
/-- For a nonempty finite spectrum the weighted excess over `u` is `U(b) - u` times
the factor `exp(b u) Z(b)`. -/
theorem excess_eq (E : ι → ℝ) (u b : ℝ) :
    excess E u b = Real.exp (b * u) * partitionFn E b * (meanEnergy E b - u) := by
  have hU : meanEnergy E b * partitionFn E b = ∑ i, E i * Real.exp (-b * E i) :=
    div_mul_cancel₀ _ (partitionFn_pos E b).ne'
  have h : excess E u b = Real.exp (b * u) *
      ((∑ i, E i * Real.exp (-b * E i)) - u * partitionFn E b) := by
    unfold excess partitionFn
    rw [Finset.mul_sum, ← Finset.sum_sub_distrib, Finset.mul_sum]
    refine Finset.sum_congr rfl fun i _ => ?_
    have h1 : Real.exp (-b * (E i - u)) = Real.exp (b * u) * Real.exp (-b * E i) := by
      rw [← Real.exp_add]
      congr 1
      ring
    rw [h1]
    ring
  rw [h, ← hU]
  ring
```

## The lowest level is below the highest

This excludes a Hamiltonian that is a multiple of the identity. In that case $U$ is constant, and the energy carries no information about temperature.

Let $b<c$ and measure energies from $u=U(b)$. Two levels differ, so at least one differs from $u$, and $g_u$ strictly decreases. As $g_u(b)=0$, we get $g_u(c)<0$, which means $U(c)<U(b)$. No derivative is needed.

```lean
/-- If the lowest level is below the highest, the Gibbs mean energy strictly decreases
with the inverse temperature on the whole real line. -/
theorem meanEnergy_strictAnti {E : ι → ℝ} (h : groundEnergy E < topEnergy E) :
    StrictAnti (meanEnergy E) := by
  intro b c hbc
  rw [groundEnergy, Finset.inf'_lt_iff] at h
  obtain ⟨i, _, hi⟩ := h
  rw [topEnergy, Finset.lt_sup'_iff] at hi
  obtain ⟨j, _, hij⟩ := hi
  have hne : ∃ k, E k ≠ meanEnergy E b := by
    by_contra hk
    have hall : ∀ k, E k = meanEnergy E b := fun k => by
      by_contra h'
      exact hk ⟨k, h'⟩
    linarith [hall i, hall j]
  -- measure energies from `U(b)`: the excess vanishes at `b` and is negative at `c`
  have hlt := excess_strictAnti hne hbc
  rw [excess_eq E _ b, sub_self, mul_zero, excess_eq] at hlt
  by_contra hn
  have := mul_nonneg (mul_pos (Real.exp_pos (c * meanEnergy E b))
    (partitionFn_pos E c)).le (sub_nonneg.2 (not_lt.1 hn))
  linarith
```

The proof first extracts levels `i` and `j` with $E_i<E_j$ from the inequality between minimum and maximum. The excess identity `excess_eq`, used at both temperatures, then turns the decrease of the excess into that of $U$.

The mean energy also stays strictly inside the spectrum. Replacing each $E_i$ in the numerator of $U$ by an extreme level gives $E_{\min}\le U\le E_{\max}$ at every inverse temperature, and strict decrease sharpens this:

$$E_{\min}\le U(b+1)<U(b)<U(b-1)\le E_{\max}.$$

```lean
/-- If the lowest level is below the highest, the Gibbs mean energy at every real
inverse temperature lies strictly between them. -/
theorem meanEnergy_mem_Ioo {E : ι → ℝ} (h : groundEnergy E < topEnergy E) (b : ℝ) :
    meanEnergy E b ∈ Set.Ioo (groundEnergy E) (topEnergy E) := by
  have hlo : ∀ c, groundEnergy E ≤ meanEnergy E c := fun c => by
    rw [meanEnergy, le_div_iff₀ (partitionFn_pos E c), partitionFn, Finset.mul_sum]
    exact Finset.sum_le_sum fun i _ => mul_le_mul_of_nonneg_right
      (Finset.inf'_le E (mem_univ i)) (Real.exp_pos _).le
  have hhi : ∀ c, meanEnergy E c ≤ topEnergy E := fun c => by
    rw [meanEnergy, div_le_iff₀ (partitionFn_pos E c), partitionFn, Finset.mul_sum]
    exact Finset.sum_le_sum fun i _ => mul_le_mul_of_nonneg_right
      (Finset.le_sup' E (mem_univ i)) (Real.exp_pos _).le
  -- strict decrease turns the weak bounds at `b + 1` and `b - 1` into strict ones at `b`
  exact ⟨(hlo (b + 1)).trans_lt (meanEnergy_strictAnti h (by linarith)),
    (meanEnergy_strictAnti h (by linarith)).trans_le (hhi (b - 1))⟩
```

At $b=0$ all Boltzmann factors are one, so $U(0)=\frac1N\sum_iE_i$. Strict decrease then gives $b>0$ exactly when $U(b)$ is below this mean, and $b<0$ exactly when it is above. Negative $b$ describes population inversion, where higher levels are more occupied than lower ones.

```lean
/-- If the lowest level is below the highest, `b` is positive exactly when `U(b)` is
below the arithmetic mean of the levels, and negative exactly when `U(b)` is above it. -/
theorem sign_iff {E : ι → ℝ} (h : groundEnergy E < topEnergy E) (b : ℝ) :
    (0 < b ↔ meanEnergy E b < levelMean E) ∧
      (b < 0 ↔ levelMean E < meanEnergy E b) := by
  have h0 : meanEnergy E 0 = levelMean E := by
    simp [meanEnergy, partitionFn, levelMean]
  have hU := meanEnergy_strictAnti h
  rw [← h0]
  refine ⟨⟨fun hb => hU hb, fun hb => ?_⟩, ⟨fun hb => hU hb, fun hb => ?_⟩⟩
  · by_contra hn
    exact not_lt_of_ge (hU.antitone (not_lt.1 hn)) hb
  · by_contra hn
    exact not_lt_of_ge (hU.antitone (not_lt.1 hn)) hb
```

## The energy lies strictly between the extremes

The hypothesis `hu` places $u$ in the open interval `Set.Ioo (groundEnergy E) (topEnergy E)`. In the opening example it holds unless the initial state lies entirely in the lowest or entirely in the highest eigenspace.

It gives a level below $u$ and a level above $u$. The first yields a $p$ with $g_u(p)<0$. For the second, reflect the spectrum: $-E_i$ has a level below $-u$, so its excess is negative at some $q$. That excess is

$$\sum_i-(E_i-u)\,e^{q(E_i-u)}=-g_u(-q),$$

so $g_u(-q)>0$. By continuity $g_u$ has a zero $b$, and there $U(b)=u$. Strict decrease of $U$ excludes a second solution, and comparison with $U(0)$ gives the sign.

```lean
/-- Each energy `u` strictly between the lowest and highest level is the Gibbs mean energy
at exactly one real inverse temperature, which is positive exactly when `u` is below the
arithmetic mean of the levels. -/
theorem existsUnique_inverseTemperature {E : ι → ℝ} {u : ℝ}
    (hu : u ∈ Set.Ioo (groundEnergy E) (topEnergy E)) :
    (∃! b, meanEnergy E b = u) ∧
      ∀ b, meanEnergy E b = u → (0 < b ↔ u < levelMean E) := by
  have hgap : groundEnergy E < topEnergy E := hu.1.trans hu.2
  obtain ⟨h1, h2⟩ := hu
  rw [groundEnergy, Finset.inf'_lt_iff] at h1
  rw [topEnergy, Finset.lt_sup'_iff] at h2
  obtain ⟨i, _, hi⟩ := h1
  obtain ⟨j, _, hj⟩ := h2
  obtain ⟨p, hp⟩ := exists_excess_neg hi
  -- reflecting the spectrum gives a point where the excess is positive
  obtain ⟨q, hq⟩ := exists_excess_neg (E := fun k => -E k) (u := -u) (i := j)
    (neg_lt_neg hj)
  have hrefl : excess (fun k => -E k) (-u) q = -excess E u (-q) := by
    simp only [excess]
    rw [← Finset.sum_neg_distrib]
    refine Finset.sum_congr rfl fun k _ => ?_
    rw [show -q * (-E k - -u) = - -q * (E k - u) by ring]
    ring
  have hcont : Continuous (excess E u) := by
    unfold excess
    refine continuous_finsetSum _ fun k _ => ?_
    fun_prop
  obtain ⟨b, hb⟩ := mem_range_of_exists_le_of_exists_ge hcont
    ⟨p, hp.le⟩ ⟨-q, by linarith⟩
  rw [excess_eq] at hb
  have hbu : meanEnergy E b = u := sub_eq_zero.1 ((mul_eq_zero.1 hb).resolve_left
    (mul_pos (Real.exp_pos _) (partitionFn_pos E b)).ne')
  refine ⟨⟨b, hbu, fun c hc => (meanEnergy_strictAnti hgap).injective
    (hc.trans hbu.symm)⟩, fun c hc => ?_⟩
  rw [← hc]
  exact (sign_iff hgap c).1
```

The symbol `∃!` states existence and uniqueness together; the second part gives the sign for any $b$ that solves the equation. In the proof, `hrefl` is the reflection identity, and `mem_range_of_exists_le_of_exists_ge` is the intermediate value step.

For a non-constant spectrum, `meanEnergy_mem_Ioo` shows that without `hu` there is no solution: the extreme energies themselves are reached at no finite $b$.

The theorem assigns a $b$ to an energy. It doesn't say that the system is in the Gibbs state at that $b$. The closed system of the opening example stays in a pure state and never is, because a Gibbs state at finite $b$ is a statistical mixture of all the energy eigenstates, of which there are at least two here. A pure superposition can have the same level populations, but it is still a different state. Whether its observables come close to the thermal averages is a separate physical question, which the mean energy alone doesn't settle.

## Two levels in closed form, three in numbers

For levels $0$ and $\varepsilon$ with $0<u<\varepsilon$, the equation

$$\frac{\varepsilon e^{-b\varepsilon}}{1+e^{-b\varepsilon}}=u$$

gives $e^{-b\varepsilon}=u/(\varepsilon-u)$, the ratio of upper to lower population, and hence $b=\frac1\varepsilon\log\frac{\varepsilon-u}{u}$. The two inequalities say that both levels are occupied. At $u=0$ or $u=\varepsilon$ one population would vanish, which no finite $b$ achieves.

```lean
omit [Fintype ι] [Nonempty ι] in
/-- For two levels `0` and `ε`, the mean energy `u` with `0 < u < ε` is reached at the
inverse temperature `log((ε - u)/u)/ε`. -/
theorem twoLevel_inverseTemperature {ε u : ℝ} (hu : 0 < u) (huε : u < ε) :
    meanEnergy (![0, ε] : Fin 2 → ℝ) (Real.log ((ε - u) / u) / ε) = u := by
  have hε : 0 < ε := hu.trans huε
  have hd : 0 < ε - u := sub_pos.2 huε
  -- the Boltzmann factor of the upper level is the population ratio
  have h1 : Real.exp (-(Real.log ((ε - u) / u) / ε) * ε) = u / (ε - u) := by
    rw [neg_mul, div_mul_cancel₀ _ hε.ne', Real.exp_neg, Real.exp_log (div_pos hd hu),
      inv_div]
  have hw : u / (ε - u) * (ε - u) = u := div_mul_cancel₀ _ hd.ne'
  have hpos : 0 < 1 + u / (ε - u) := by linarith [div_pos hu hd]
  simp only [meanEnergy, partitionFn, Fin.sum_univ_two, Matrix.cons_val_zero,
    Matrix.cons_val_one, Matrix.cons_val_fin_one, mul_zero, Real.exp_zero, zero_mul,
    zero_add]
  rw [h1, div_eq_iff hpos.ne']
  linear_combination hw

end

end InverseTemperatureFromEnergy
```

The proof inserts this $b$: `h1` computes the Boltzmann factor, and the remaining lines check the energy. That no other $b$ works follows from the general theorem.

For three levels $0,1,2$ in some energy unit, such as a spin 1 in a magnetic field with energies counted from the lowest, take $u=4/7$. With $x=e^{-b}$,

$$\frac{x+2x^2}{1+x+x^2}=\frac47\quad\Longleftrightarrow\quad 10x^2+3x-4=0,$$

with roots $x=\tfrac12$ and $x=-\tfrac45$. Only the positive root is a Boltzmann factor, so $b=\log2\approx0.693$ in inverse energy units. It is positive, as it must be for $u$ below the mean level $1$. The mirrored energy $u=10/7$ gives $x=2$ and $b=-\log2$.

```lean
#print axioms InverseTemperatureFromEnergy.meanEnergy_mem_Ioo
#print axioms InverseTemperatureFromEnergy.existsUnique_inverseTemperature
#print axioms InverseTemperatureFromEnergy.twoLevel_inverseTemperature
```

```
'InverseTemperatureFromEnergy.meanEnergy_mem_Ioo' depends on axioms: [propext, Classical.choice, Quot.sound]
'InverseTemperatureFromEnergy.existsUnique_inverseTemperature' depends on axioms: [propext, Classical.choice, Quot.sound]
'InverseTemperatureFromEnergy.twoLevel_inverseTemperature' depends on axioms: [propext, Classical.choice, Quot.sound]
```
